# Counting the positions of the full CI matrix whose determinants differ by $k$ orbitals

A Slater determinant is represented here by its set of occupied spin orbitals, without its sign or the order of its columns. This is enough for counting matrix positions, since reordering the orbitals changes a determinant by at most a sign. With $n$ spin orbitals labelled by `Fin n` and $N$ electrons, the determinants are the $N$-element subsets of the orbitals, and a position of the full CI matrix is an ordered pair $(S,T)$ of them.

```lean
import Mathlib

open Finset

namespace CIExcitationBlocks

/-- The determinants of `N` electrons in `n` spin orbitals, each given by its set of
occupied orbitals. -/
def dets (n N : ℕ) : Finset (Finset (Fin n)) := powersetCard N univ
```

The $k$-fold excitation block consists of the positions with $|S\setminus T|=k$. It is defined without a reference determinant and is in general not a rectangular submatrix. It should not be confused with the blocks, such as singles–doubles, that appear when determinants are sorted by their excitation level from a reference. Since the pairs are ordered, $(S,T)$ and $(T,S)$ count separately, and diagonal positions form the block $k=0$.

```lean
/-- The positions `(S, T)` of the full CI matrix at which `S` has exactly `k` occupied
orbitals that are empty in `T`. -/
def excitationBlock (n N k : ℕ) : Finset (Finset (Fin n) × Finset (Fin n)) :=
  (dets n N ×ˢ dets n N).filter fun p => (p.1 \ p.2).card = k
```

An orbital replacement is an ordered pair $(A,B)$ of disjoint $k$-element sets: $A$ holds the orbitals occupied only in $S$, and $B$ those occupied only in $T$.

```lean
/-- The `k`-fold orbital replacements: ordered pairs of disjoint sets of `k` orbitals. -/
def excitations (n k : ℕ) : Finset (Finset (Fin n) × Finset (Fin n)) :=
  (dets n k ×ˢ dets n k).filter fun p => Disjoint p.1 p.2
```

The next set collects the positions that realise one given replacement.

```lean
/-- The positions `(S, T)` of the full CI matrix at which the orbitals `A` are occupied only
in `S` and the orbitals `B` only in `T`. -/
def transitionPairs {n : ℕ} (N : ℕ) (A B : Finset (Fin n)) :
    Finset (Finset (Fin n) × Finset (Fin n)) :=
  (dets n N ×ˢ dets n N).filter fun p => p.1 \ p.2 = A ∧ p.2 \ p.1 = B
```

The last definition collects all positions with $|S\setminus T|\le r$.

```lean
/-- The positions `(S, T)` of the full CI matrix at which `S` has at most `r` occupied
orbitals that are empty in `T`. -/
def coupledPairs (n N r : ℕ) : Finset (Finset (Fin n) × Finset (Fin n)) :=
  (dets n N ×ˢ dets n N).filter fun p => (p.1 \ p.2).card ≤ r
```

All $N$-electron determinants are included, with no restriction to a spin projection or a spatial symmetry.

## (a) Positions that share one orbital replacement

**Task.** Let $A$ and $B$ be disjoint sets of $k$ orbitals, with $k\le N$. Count the pairs $(S,T)$ with $S\setminus T=A$ and $T\setminus S=B$.

**Solution.** Let $C=S\cap T$ be the common core. Then $S=A\cup C$ and $T=B\cup C$, so $C$ determines the pair. The core avoids $A$ and $B$, which leaves $n-2k$ orbitals, and it has $N-k$ elements because $|S|=|S\setminus T|+|S\cap T|$. Conversely, every such $C$ gives two $N$-element sets with the required differences. The number of pairs is therefore
$$\binom{n-2k}{N-k}.$$

The Lean proof gives `Finset.card_bij'` the two maps $(S,T)\mapsto S\cap T$ and $C\mapsto(A\cup C,B\cup C)$. Its four goals say that each map lands in the right set and that each undoes the other. The set identities are checked orbital by orbital with `ext x` and `tauto`.

```lean
/-- For `k ≤ N`, a given replacement of `k` orbitals `A` by `k` other orbitals `B` occurs at
`C(n-2k, N-k)` positions of the full CI matrix. -/
theorem card_transitionPairs {n N k : ℕ} {A B : Finset (Fin n)} (hAB : Disjoint A B)
    (hA : A.card = k) (hB : B.card = k) (hk : k ≤ N) :
    (transitionPairs N A B).card = (n - 2 * k).choose (N - k) := by
  have hc : ((A ∪ B)ᶜ).card = n - 2 * k := by
    rw [card_compl, Fintype.card_fin, card_union_of_disjoint hAB, hA, hB]
    omega
  have hD : ∀ x ∈ A, x ∉ B := fun x hx => Finset.disjoint_left.mp hAB hx
  have hcore : ∀ C ∈ powersetCard (N - k) (A ∪ B)ᶜ, ∀ x ∈ C, x ∉ A ∧ x ∉ B := by
    intro C hC x hx
    have h := (mem_powersetCard.mp hC).1 hx
    simp only [mem_compl, mem_union] at h
    tauto
  rw [← hc, ← card_powersetCard]
  -- a pair is determined by its common core `S ∩ T`
  refine Finset.card_bij' (fun p _ => p.1 ∩ p.2) (fun C _ => (A ∪ C, B ∪ C)) ?_ ?_ ?_ ?_
  · rintro ⟨S, T⟩ h
    simp only [transitionPairs, dets, mem_filter, mem_product, mem_powersetCard] at h
    obtain ⟨⟨⟨-, hS⟩, -⟩, h1, h2⟩ := h
    show S ∩ T ∈ _
    rw [mem_powersetCard]
    constructor
    · intro x hx
      rw [← h1, ← h2]
      simp only [mem_compl, mem_union, mem_sdiff, mem_inter] at hx ⊢
      tauto
    · have h3 := card_sdiff_add_card_inter S T
      rw [h1, hA, hS] at h3
      omega
  · intro C hC
    have hx := hcore C hC
    have hcard := (mem_powersetCard.mp hC).2
    simp only [transitionPairs, dets, mem_filter, mem_product, mem_powersetCard]
    refine ⟨⟨⟨subset_univ _, ?_⟩, ⟨subset_univ _, ?_⟩⟩, ?_, ?_⟩
    · rw [card_union_of_disjoint
        (Finset.disjoint_left.mpr fun x ha hc => (hx x hc).1 ha), hA, hcard]
      omega
    · rw [card_union_of_disjoint
        (Finset.disjoint_left.mpr fun x hb hc => (hx x hc).2 hb), hB, hcard]
      omega
    all_goals
      ext x
      have h1 := hx x
      have h2 := hD x
      simp only [mem_sdiff, mem_union]
      tauto
  · rintro ⟨S, T⟩ h
    simp only [transitionPairs, mem_filter] at h
    obtain ⟨-, h1, h2⟩ := h
    refine Prod.ext ?_ ?_
    · show A ∪ S ∩ T = S
      rw [← h1]
      ext x
      simp only [mem_union, mem_sdiff, mem_inter]
      tauto
    · show B ∪ S ∩ T = T
      rw [← h2]
      ext x
      simp only [mem_union, mem_sdiff, mem_inter]
      tauto
  · intro C hC
    show (A ∪ C) ∩ (B ∪ C) = C
    ext x
    have h1 := hcore C hC x
    have h2 := hD x
    simp only [mem_union, mem_inter]
    tauto
```

## (b) The number of orbital replacements

**Task.** Count the ordered pairs $(A,B)$ of disjoint $k$-element sets of orbitals.

**Solution.** There are $\binom nk$ choices of $A$. For each of them, $B$ is any $k$-element subset of the $n-k$ orbitals outside $A$. The product is
$$\binom nk\binom{n-k}k.$$

In the code, `key` is the count of $B$ for fixed $A$: being disjoint from $A$ is rewritten as being a subset of the complement `Aᶜ`. The sum over $A$ then has equal terms.

```lean
/-- There are `C(n,k) C(n-k,k)` replacements of `k` orbitals by `k` others. -/
theorem card_excitations (n k : ℕ) :
    (excitations n k).card = n.choose k * (n - k).choose k := by
  have key : ∀ A ∈ dets n k,
      ∑ B ∈ dets n k, (if Disjoint A B then 1 else 0) = (n - k).choose k := by
    intro A hA
    have hA' : A.card = k := (mem_powersetCard.mp hA).2
    have e : (dets n k).filter (fun B => Disjoint A B) = powersetCard k Aᶜ := by
      ext B
      simp only [dets, mem_filter, mem_powersetCard]
      constructor
      · rintro ⟨⟨-, hB⟩, h⟩
        exact ⟨fun x hx => mem_compl.mpr fun ha => Finset.disjoint_left.mp h ha hx, hB⟩
      · rintro ⟨h, hB⟩
        exact ⟨⟨subset_univ _, hB⟩,
          Finset.disjoint_left.mpr fun x ha hx => mem_compl.mp (h hx) ha⟩
    rw [← card_filter, e, card_powersetCard, card_compl, Fintype.card_fin, hA']
  rw [excitations, card_filter, sum_product]
  refine (Finset.sum_congr rfl key).trans ?_
  rw [sum_const, smul_eq_mul, dets, card_powersetCard, card_univ, Fintype.card_fin]
```

## (c) The size of a block

**Task.** For $k\le N$, count the positions $(S,T)$ with $|S\setminus T|=k$.

**Solution.** Both determinants have $N$ electrons, so
$$|T\setminus S|=N-|S\cap T|=|S\setminus T|=k.$$
The two differences are disjoint, and hence each position belongs to exactly one replacement $(A,B)=(S\setminus T,\,T\setminus S)$. By (b) there are $\binom nk\binom{n-k}k$ replacements, and by (a) each occurs at $\binom{n-2k}{N-k}$ positions. The block therefore has
$$\binom nk\binom{n-k}k\binom{n-2k}{N-k}$$
positions.

The theorem assumes only `k ≤ N`. If $N+k>n$, there are too few empty orbitals and the product is zero. The assumption itself matters because subtraction of natural numbers in Lean would turn $N-k$ into $0$ for $k>N$.

In the proof, `H` shows that every position yields a valid replacement. The lemma `card_eq_sum_card_fiberwise` sorts the positions by replacement, and the remaining steps identify each group with the set counted in (a).

```lean
/-- For `k ≤ N`, the `k`-fold excitation block of the full CI matrix for `N` electrons in `n` spin
orbitals has `C(n,k) C(n-k,k) C(n-2k,N-k)` positions. -/
theorem card_excitationBlock {n N k : ℕ} (hk : k ≤ N) :
    (excitationBlock n N k).card
      = n.choose k * (n - k).choose k * (n - 2 * k).choose (N - k) := by
  have H : ∀ p ∈ excitationBlock n N k, (p.1 \ p.2, p.2 \ p.1) ∈ excitations n k := by
    rintro ⟨S, T⟩ h
    simp only [excitationBlock, dets, mem_filter, mem_product, mem_powersetCard] at h
    obtain ⟨⟨⟨-, hS⟩, ⟨-, hT⟩⟩, h1⟩ := h
    have h2 := card_sdiff_add_card_inter S T
    have h3 := card_sdiff_add_card_inter T S
    rw [inter_comm] at h3
    simp only [excitations, dets, mem_filter, mem_product, mem_powersetCard]
    refine ⟨⟨⟨subset_univ _, h1⟩, ⟨subset_univ _, by omega⟩⟩, ?_⟩
    exact Finset.disjoint_left.mpr fun x hx hy =>
      (mem_sdiff.mp hx).2 (mem_sdiff.mp hy).1
  -- sort the positions by the orbital replacement they involve
  rw [card_eq_sum_card_fiberwise (f := fun p => (p.1 \ p.2, p.2 \ p.1))
    (t := excitations n k) (fun p hp => H p hp), ← card_excitations, ← smul_eq_mul,
    ← sum_const]
  refine Finset.sum_congr rfl ?_
  rintro ⟨A, B⟩ h
  simp only [excitations, dets, mem_filter, mem_product, mem_powersetCard] at h
  obtain ⟨⟨⟨-, hA⟩, ⟨-, hB⟩⟩, hAB⟩ := h
  rw [← card_transitionPairs hAB hA hB hk]
  congr 1
  ext ⟨S, T⟩
  simp only [excitationBlock, transitionPairs, mem_filter, Prod.mk.injEq]
  constructor
  · rintro ⟨⟨h, -⟩, h'⟩
    exact ⟨h, h'⟩
  · rintro ⟨h, h1, h2⟩
    exact ⟨⟨h, by rw [h1]; exact hA⟩, h1, h2⟩
```

## (d) When a block is nonempty

**Task.** Find the values of $k$ for which the block contains at least one position.

**Solution.** If $(S,T)$ lies in the block, then $k=|S\setminus T|\le|S|=N$. Also
$$N+k=|T|+|S\setminus T|=|S\cup T|\le n.$$
Conversely, suppose $k\le N$ and $N+k\le n$. Then $2k\le n$ and $N-k\le n-2k$, so all three binomial coefficients in (c) are positive. The block is therefore nonempty exactly when $k\le N$ and $N+k\le n$. When $N\le n$, so that determinants exist, this says that there are at least $k$ electrons and at least $k$ empty orbitals.

The Lean proof follows the same two directions, with `omega` combining the cardinality relations in the first and `Nat.choose_pos` supplying positivity in the second.

```lean
/-- The `k`-fold excitation block for `N` electrons in `n` spin orbitals is nonempty exactly when `k
≤ N` and `N + k ≤ n`. -/
theorem excitationBlock_nonempty_iff {n N k : ℕ} :
    (excitationBlock n N k).Nonempty ↔ k ≤ N ∧ N + k ≤ n := by
  constructor
  · rintro ⟨⟨S, T⟩, h⟩
    simp only [excitationBlock, dets, mem_filter, mem_product, mem_powersetCard] at h
    obtain ⟨⟨⟨-, hS⟩, ⟨-, hT⟩⟩, h1⟩ := h
    have h2 := card_sdiff_add_card_inter S T
    have h3 := card_sdiff_add_card S T
    have h4 := card_le_univ (S ∪ T)
    rw [Fintype.card_fin] at h4
    omega
  · rintro ⟨h1, h2⟩
    rw [← card_pos, card_excitationBlock h1]
    exact Nat.mul_pos (Nat.mul_pos (Nat.choose_pos (by omega)) (Nat.choose_pos (by omega)))
      (Nat.choose_pos (by omega))
```

## (e) Determinants that differ in at most $r$ orbitals

**Task.** For $r\le N$, count the positions with $|S\setminus T|\le r$.

**Solution.** Each such position has exactly one value $k=|S\setminus T|$ between $0$ and $r$. The blocks are disjoint, so their sizes add:
$$\sum_{k=0}^{r}\binom nk\binom{n-k}k\binom{n-2k}{N-k}.$$

The proof sorts by $k$ with the same fibre lemma as in (c). The index set `range (r + 1)` is $\{0,\dots,r\}$, and $r\le N$ ensures that (c) applies to every term.

```lean
/-- For `r ≤ N`, the positions of the full CI matrix whose determinants differ in at most `r`
orbitals are counted by the sum of the block sizes for `k = 0, ..., r`. -/
theorem card_coupledPairs {n N r : ℕ} (hr : r ≤ N) :
    (coupledPairs n N r).card = ∑ k ∈ range (r + 1),
      n.choose k * (n - k).choose k * (n - 2 * k).choose (N - k) := by
  have H : ∀ p ∈ coupledPairs n N r, (p.1 \ p.2).card ∈ range (r + 1) := by
    intro p hp
    exact mem_range.mpr (Nat.lt_succ_of_le (mem_filter.mp hp).2)
  rw [card_eq_sum_card_fiberwise (f := fun p => (p.1 \ p.2).card)
    (t := range (r + 1)) (fun p hp => H p hp)]
  refine Finset.sum_congr rfl fun k hk => ?_
  have hkr := mem_range.mp hk
  rw [← card_excitationBlock (show k ≤ N by omega)]
  congr 1
  ext p
  simp only [coupledPairs, excitationBlock, mem_filter]
  constructor
  · rintro ⟨⟨h, -⟩, h'⟩
    exact ⟨h, h'⟩
  · rintro ⟨h, h'⟩
    exact ⟨⟨h, by omega⟩, h'⟩
```

## (f) The positions open to a two-body Hamiltonian

**Task.** Write out the count for $r=2$ and $N\ge2$.

**Solution.** The term $k=0$ is $\binom nN$, the diagonal. The term $k=1$ is $n(n-1)\binom{n-2}{N-1}$, and $k=2$ gives the double excitations. Together they are
$$\binom nN+n(n-1)\binom{n-2}{N-1}+\binom n2\binom{n-2}2\binom{n-4}{N-2}.$$
For $n=4$ and $N=2$ this is $6+24+6=36=6^2$, the whole matrix, as it must be for two electrons.

By the Slater–Condon rules, which are an input from physics and do not enter the Lean file, a Hamiltonian with one- and two-body terms in orthonormal spin orbitals has zero matrix elements at all other positions. For such a finite orbital set, the count bounds the number of nonzero elements in the full CI matrix from above; symmetry or vanishing integrals can reduce it further.

The code specialises (e) to $r=2$ and expands the three-term sum.

```lean
/-- For at least two electrons, the positions of the full CI matrix whose determinants differ
in at most two orbitals are the sum of a diagonal, a single and a double excitation term. -/
theorem card_coupledPairs_two {n N : ℕ} (hN : 2 ≤ N) :
    (coupledPairs n N 2).card = n.choose N + n * (n - 1) * (n - 2).choose (N - 1)
      + n.choose 2 * (n - 2).choose 2 * (n - 4).choose (N - 2) := by
  rw [card_coupledPairs hN]
  simp [Finset.sum_range_succ]

end CIExcitationBlocks
```

```lean
#print axioms CIExcitationBlocks.excitationBlock_nonempty_iff
#print axioms CIExcitationBlocks.card_coupledPairs
#print axioms CIExcitationBlocks.card_coupledPairs_two
```

```
'CIExcitationBlocks.excitationBlock_nonempty_iff' depends on axioms: [propext, Classical.choice, Quot.sound]
'CIExcitationBlocks.card_coupledPairs' depends on axioms: [propext, Classical.choice, Quot.sound]
'CIExcitationBlocks.card_coupledPairs_two' depends on axioms: [propext, Classical.choice, Quot.sound]
```
